# Mismatched symmetry eigenvalues make the Wannier projection matrix singular

Take one Bloch state $\psi$ that is even under a reflection $S$, and one trial orbital $g$ that is odd. A reflection preserves inner products, so

$$\langle\psi,g\rangle=\langle S\psi,Sg\rangle=-\langle\psi,g\rangle ,$$

and the overlap is zero whatever the radial shape of $g$.

With two states the same rule acts on a whole row. Let $\psi_0$ be even, $\psi_1$ odd, and both trial orbitals $g_0,g_1$ even. Then

$$A=\begin{pmatrix}\langle\psi_0,g_0\rangle&\langle\psi_0,g_1\rangle\\0&0\end{pmatrix},\qquad \det A=0 .$$

Löwdin orthonormalization needs $(A^\dagger A)^{-1/2}$, which does not exist here. The theorems below treat any finite number of states and any unitary $S$, provided that every Bloch state and every trial orbital is an eigenvector of $S$.

## States, overlaps and eigenvalue counts

```lean
import Mathlib

open Matrix ComplexConjugate

namespace WannierTrialOrbitals

noncomputable section

variable {H ι : Type*} [NormedAddCommGroup H] [InnerProductSpace ℂ H]
  [Fintype ι] [DecidableEq ι]
```

`H` is a complex inner product space of any dimension. Physically it holds the one-particle functions at one fixed k-point, with the trial orbitals entering as their Bloch sums. The finite set `ι` labels both the Bloch states and the trial orbitals, so there are equally many of each and the projection matrix is square.

```lean
/-- The projection matrix `A m n = ⟨ψ m, g n⟩` of trial orbitals `g` on Bloch states `ψ`. -/
def projMatrix (ψ g : ι → H) : Matrix ι ι ℂ :=
  Matrix.of fun m n => inner ℂ (ψ m) (g n)
```

This is $A_{mn}=\langle\psi_m,g_n\rangle$. A family of vectors is a function `ι → H`, so `ψ m` means $\psi_m$. The inner product is conjugate-linear in its first argument, as in Dirac notation.

```lean
/-- The sum `∑ m, ⟨ψ m, g n⟩ ψ m`. For orthonormal Bloch states `ψ` it is the trial orbital `g n`
projected on their span. -/
def projected (ψ g : ι → H) (n : ι) : H :=
  ∑ m, (inner ℂ (ψ m) (g n) : ℂ) • ψ m
```

This is the projected orbital $\sum_m A_{mn}\psi_m$. The symbol `•` multiplies a vector by a number.

```lean
/-- The number of indices `m` with `a m = μ`, for a finite family `a` of symmetry eigenvalues. -/
def labelCount {κ : Type*} (a : κ → ℂ) (μ : ℂ) : ℕ :=
  Nat.card {m // a m = μ}
```

`labelCount a μ` is the number of indices $m$ with $a_m=\mu$. The braces denote the set of those indices, and `Nat.card` counts it.

## Different eigenvalues, zero overlap

```lean
/-- If two eigenvectors of a unitary symmetry have nonzero overlap, their eigenvalues `c`
and `d` satisfy `conj c * d = 1`. -/
theorem phase_match (S : H ≃ₗᵢ[ℂ] H) {x y : H} {c d : ℂ}
    (hx : S x = c • x) (hy : S y = d • y) (hxy : (inner ℂ x y : ℂ) ≠ 0) :
    conj c * d = 1 := by
  have h := S.inner_map_map x y
  rw [hx, hy, inner_smul_left, inner_smul_right] at h
  apply mul_right_cancel₀ hxy
  linear_combination h
```

In the Lean theorems here the hypotheses stand before the first colon that is outside all brackets, the conclusion after it, and the proof after `:= by`. The type `H ≃ₗᵢ[ℂ] H` says that $S$ is linear, invertible and norm-preserving, which is to say unitary. The hypotheses read $Sx=cx$, $Sy=dy$ and $\langle x,y\rangle\neq0$. By hand,

$$\langle x,y\rangle=\langle Sx,Sy\rangle=\bar c\,d\,\langle x,y\rangle ,$$

and dividing by the overlap gives $\bar c\,d=1$. In the proof, `S.inner_map_map` supplies the first equality, `rw` pulls out the eigenvalues, and `mul_right_cancel₀` does the division.

The conjugate is easily lost here, and a reflection acting on spinless states won't reveal the loss because its eigenvalues $\pm1$ are real. For a threefold rotation with $\omega=e^{2\pi i/3}$, the wrong condition $c\,d=1$ would pair $\omega$ with $\omega^2$, whereas the correct one pairs $\omega$ with $\omega$.

```lean
/-- Selection rule: eigenvectors of a unitary symmetry with different eigenvalues have zero
overlap. -/
theorem selection_rule (S : H ≃ₗᵢ[ℂ] H) {x y : H} {c d : ℂ}
    (hx : S x = c • x) (hy : S y = d • y) (hcd : c ≠ d) :
    (inner ℂ x y : ℂ) = 0 := by
  by_contra hxy
  have hx0 : x ≠ 0 := by
    rintro rfl
    exact hxy (inner_zero_left y)
  have h1 := phase_match S hx hy hxy
  -- the overlap of `x` with itself shows that `c` is a pure phase
  have h2 := phase_match S hx hx (inner_self_ne_zero.mpr hx0)
  exact hcd (by linear_combination d * h2 - c * h1)
```

Suppose that $c\neq d$ but $\langle x,y\rangle\neq0$. Then $x\neq0$, so $\langle x,x\rangle\neq0$, and the previous result applied to $x$ with itself gives $\bar c\,c=1$. Together with $\bar c\,d=1$ this yields

$$c=c\,(\bar c\,d)=(\bar c\,c)\,d=d ,$$

a contradiction. The tactic `by_contra` introduces the false assumption, and `linear_combination` carries out the last line of algebra.

Unitarity matters for this step. On $\mathbb C^2$ take

$$S=\begin{pmatrix}1&1\\0&-1\end{pmatrix},\qquad \psi=\begin{pmatrix}1\\0\end{pmatrix},\qquad g=\frac1{\sqrt5}\begin{pmatrix}1\\-2\end{pmatrix}.$$

Then $S^2=1$, $S\psi=\psi$ and $Sg=-g$, yet $\langle\psi,g\rangle=1/\sqrt5$. The labels differ and the $1\times1$ projection matrix is nonsingular. Being linear with $S^2=1$ is therefore not enough; the example lacks orthogonality between eigenvectors of different eigenvalue.

## From a nonzero determinant to a matching of labels

```lean
/-- If the projection matrix between symmetry eigenvectors is nonsingular, some permutation
matches the eigenvalues of the trial orbitals with those of the Bloch states. -/
theorem exists_matching (S : H ≃ₗᵢ[ℂ] H) {ψ g : ι → H} {a b : ι → ℂ}
    (hψ : ∀ m, S (ψ m) = a m • ψ m) (hg : ∀ n, S (g n) = b n • g n)
    (hdet : (projMatrix ψ g).det ≠ 0) :
    ∃ σ : Equiv.Perm ι, ∀ n, a (σ n) = b n := by
  -- a nonzero determinant has a nonzero term in its Leibniz expansion
  rw [Matrix.det_apply] at hdet
  obtain ⟨σ, _, hσ⟩ := Finset.exists_ne_zero_of_sum_ne_zero hdet
  refine ⟨σ, fun n => ?_⟩
  by_contra hne
  have hz : ∏ i, projMatrix ψ g (σ i) i = 0 :=
    Finset.prod_eq_zero (Finset.mem_univ n) (selection_rule S (hψ (σ n)) (hg n) hne)
  exact hσ (by rw [hz, smul_zero])
```

Now $S\psi_m=a_m\psi_m$ and $Sg_n=b_ng_n$. The determinant is a sum over permutations,

$$\det A=\sum_\sigma \operatorname{sgn}(\sigma)\prod_n A_{\sigma(n)\,n} .$$

If it is nonzero, at least one term is nonzero, and so is every factor $\langle\psi_{\sigma(n)},g_n\rangle$ in that term. By the selection rule, $a_{\sigma(n)}=b_n$ for all $n$.

The proof has the same order. `Matrix.det_apply` expands the determinant and `obtain` picks out the permutation of a nonzero term. If some label failed to match, the selection rule would make one factor zero, and with it the product.

## Why no recombination repairs a singular matrix

```lean
/-- If the projection matrix on orthonormal Bloch states is singular, no linear recombination `X` of
the projected orbitals into equally many orbitals is orthonormal. -/
theorem not_orthonormal_of_singular {ψ g : ι → H} (ho : Orthonormal ℂ ψ)
    (hdet : (projMatrix ψ g).det = 0) (X : Matrix ι ι ℂ) :
    ¬ Orthonormal ℂ (fun j => ∑ i, X i j • projected ψ g i) := by
  intro h
  -- the recombined orbitals have coefficients `A * X` in the Bloch states
  have hw : ∀ j, ∑ i, X i j • projected ψ g i
      = ∑ m, (projMatrix ψ g * X) m j • ψ m := by
    intro j
    simp only [projected, Finset.smul_sum, smul_smul, Matrix.mul_apply, Finset.sum_smul]
    rw [Finset.sum_comm]
    refine Finset.sum_congr rfl fun m _ => Finset.sum_congr rfl fun i _ => ?_
    change (X i j * inner ℂ (ψ m) (g i)) • ψ m = (inner ℂ (ψ m) (g i) * X i j) • ψ m
    rw [mul_comm]
  have hU : (projMatrix ψ g * X)ᴴ * (projMatrix ψ g * X) = 1 := by
    ext i j
    have hij := orthonormal_iff_ite.mp h i j
    simp only [hw] at hij
    rw [ho.inner_sum] at hij
    rw [Matrix.mul_apply, Matrix.one_apply]
    exact hij
  have hd := congrArg Matrix.det hU
  rw [Matrix.det_mul, Matrix.det_mul (projMatrix ψ g) X, hdet, zero_mul, mul_zero,
    Matrix.det_one] at hd
  exact zero_ne_one hd
```

Let $X$ be any square matrix of coefficients. The recombined orbitals are

$$w_j=\sum_i X_{ij}\sum_m A_{mi}\psi_m=\sum_m (AX)_{mj}\,\psi_m .$$

Since the $\psi_m$ are orthonormal,

$$\langle w_i,w_j\rangle=\sum_m\overline{(AX)_{mi}}\,(AX)_{mj}=\big((AX)^\dagger AX\big)_{ij} .$$

If the $w_j$ were orthonormal, this matrix would be the identity, and its determinant would give

$$1=\det\big((AX)^\dagger\big)\,\det A\,\det X=0 .$$

In the code, `hw` is the first formula, `hU` is the statement $(AX)^\dagger AX=1$, and `hd` takes determinants. Lean writes the adjoint as `ᴴ`.

## The mismatch theorem

```lean
/-- Let orthonormal Bloch states and equally many trial orbitals be eigenvectors of a unitary
symmetry. If some eigenvalue `μ` occurs a different number of times in the two sets, the projection
matrix is singular and no recombination of the projected orbitals into equally many orbitals is
orthonormal. -/
theorem lowdin_fails_of_label_mismatch (S : H ≃ₗᵢ[ℂ] H) {ψ g : ι → H} {a b : ι → ℂ}
    (ho : Orthonormal ℂ ψ) (hψ : ∀ m, S (ψ m) = a m • ψ m)
    (hg : ∀ n, S (g n) = b n • g n) {μ : ℂ} (hμ : labelCount a μ ≠ labelCount b μ) :
    (projMatrix ψ g).det = 0 ∧
      ∀ X : Matrix ι ι ℂ, ¬ Orthonormal ℂ (fun j => ∑ i, X i j • projected ψ g i) := by
  have hdet : (projMatrix ψ g).det = 0 := by
    by_contra hne
    obtain ⟨σ, hσ⟩ := exists_matching S hψ hg hne
    -- the matching permutation carries one set of labels onto the other
    exact hμ (Nat.card_congr (σ.subtypeEquiv fun n => by rw [hσ n])).symm
  exact ⟨hdet, not_orthonormal_of_singular ho hdet⟩
```

The hypothesis `hμ` says that some $\mu$ occurs a different number of times in $a$ than in $b$. There are two conclusions, joined by `∧`: $\det A=0$, and no $X$ makes the projected orbitals orthonormal.

For the first, suppose $\det A\neq0$. The matching permutation sends the indices with $b_n=\mu$ one-to-one onto those with $a_m=\mu$, so the two counts agree, against `hμ`. In Lean, `σ.subtypeEquiv` is this restricted bijection and `Nat.card_congr` turns it into equal counts. The second conclusion is the preceding theorem.

Löwdin's formula does not appear in the file. It is one particular choice of $X$, and because $X$ is arbitrary, a pseudo-inverse put in place of the missing inverse fails as well. The $g_n$ are restricted only by their eigenvalue equations, so changing their radial shapes while keeping their labels has no effect on the conclusion.

For Wannier functions built from as many trial orbitals as bands, this gives a test at a k-point that $S$ leaves invariant: compare the eigenvalue counts of the Bloch states with those of the Bloch sums of the trial orbitals before adjusting any shapes. The eigenvalue of a Bloch sum can depend on the k-point and on where the orbitals are centred, so it cannot be read off the shape of a single orbital alone. The theorem uses one unitary symmetry at a time. Orbitals that $S$ exchanges must first be combined into eigenvectors, and the rectangular matrices that arise when bands outnumber orbitals would need a separate statement.

## When suitable trial orbitals exist

```lean
/-- For orthonormal Bloch states that are eigenvectors of a unitary symmetry with eigenvalues `a`,
trial orbitals with eigenvalues `b` and a nonsingular projection matrix exist exactly when every
eigenvalue occurs equally often in `a` and `b`. -/
theorem exists_good_trial_iff (S : H ≃ₗᵢ[ℂ] H) {ψ : ι → H} {a : ι → ℂ} (b : ι → ℂ)
    (ho : Orthonormal ℂ ψ) (hψ : ∀ m, S (ψ m) = a m • ψ m) :
    (∃ g : ι → H, (∀ n, S (g n) = b n • g n) ∧ (projMatrix ψ g).det ≠ 0) ↔
      ∀ μ, labelCount a μ = labelCount b μ := by
  constructor
  · rintro ⟨g, hg, hdet⟩ μ
    by_contra hμ
    exact hdet (lowdin_fails_of_label_mismatch S ho hψ hg hμ).1
  · intro h
    -- glue bijections between the sets of equal label into one permutation
    let e : ∀ μ, {n // b n = μ} ≃ {m // a m = μ} := fun μ =>
      (Finite.equivFinOfCardEq (α := {n // b n = μ}) (n := labelCount a μ) (h μ).symm).trans
        (Finite.equivFinOfCardEq (α := {m // a m = μ}) (n := labelCount a μ) rfl).symm
    let σ : Equiv.Perm ι := Equiv.ofFiberEquiv e
    have hσ : ∀ n, a (σ n) = b n := fun n => Equiv.ofFiberEquiv_map e n
    refine ⟨fun n => ψ (σ n), fun n => by rw [hψ, hσ], ?_⟩
    have hA : projMatrix ψ (fun n => ψ (σ n)) = (1 : Matrix ι ι ℂ).submatrix id σ := by
      ext m n
      exact (orthonormal_iff_ite.mp ho m (σ n)).trans (Matrix.one_apply).symm
    rw [hA, Matrix.det_permute', Matrix.det_one]
    rcases Int.units_eq_one_or (Equiv.Perm.sign σ) with hs | hs <;> simp [hs]
```

Here the Bloch states and the desired labels $b$ are given, and the trial orbitals are to be found. The symbol `↔` means "exactly when": a family with labels $b$ and $\det A\neq0$ exists exactly when every $\mu$ occurs equally often in $a$ and $b$.

One direction is the mismatch theorem. For the other, equal counts provide, for each $\mu$, a bijection from the indices with $b_n=\mu$ to those with $a_m=\mu$. These are the maps `e`, and `Equiv.ofFiberEquiv` joins them into one permutation $\sigma$ with $a_{\sigma(n)}=b_n$. Choose $g_n=\psi_{\sigma(n)}$. Then

$$A_{mn}=\langle\psi_m,\psi_{\sigma(n)}\rangle=\delta_{m,\sigma(n)},\qquad \det A=\operatorname{sgn}(\sigma)=\pm1 .$$

These trial orbitals are the Bloch states themselves in another order, so the theorem makes no promise of atomic-like or localized ones. Nor does it say that every family with the right counts works: a poor choice of shapes can still give $\det A=0$.

## A three-site reflection

```lean
/-- The reflection of a three-site model that reverses the sign of the middle amplitude. -/
def mirror : EuclideanSpace ℂ (Fin 3) ≃ₗᵢ[ℂ] EuclideanSpace ℂ (Fin 3) :=
  LinearIsometryEquiv.piLpCongrRight 2 fun i : Fin 3 =>
    (![LinearIsometryEquiv.refl ℂ ℂ, LinearIsometryEquiv.neg ℂ,
      LinearIsometryEquiv.refl ℂ ℂ] : Fin 3 → (ℂ ≃ₗᵢ[ℂ] ℂ)) i
```

In coordinates, `mirror` is $\operatorname{diag}(1,-1,1)$. One may picture three sites lying in the mirror plane, the middle one carrying an orbital that is odd under the reflection.

```lean
/-- One even and one odd state, with two even trial orbitals, meet the hypotheses of the
mismatch theorem for the reflection `mirror`. -/
theorem label_mismatch_witness :
    let ψ : Fin 2 → EuclideanSpace ℂ (Fin 3) := ![!₂[1, 0, 0], !₂[0, 1, 0]]
    let g : Fin 2 → EuclideanSpace ℂ (Fin 3) := ![!₂[1, 0, 0], !₂[1, 0, 1]]
    let a : Fin 2 → ℂ := ![1, -1]
    let b : Fin 2 → ℂ := ![1, 1]
    Orthonormal ℂ ψ ∧ (∀ m, mirror (ψ m) = a m • ψ m) ∧
      (∀ n, mirror (g n) = b n • g n) ∧ labelCount a (-1) ≠ labelCount b (-1) := by
  intro ψ g a b
  refine ⟨?_, ?_, ?_, ?_⟩
  · rw [orthonormal_iff_ite]
    intro i j
    fin_cases i <;> fin_cases j <;>
      simp [ψ, PiLp.inner_apply, EuclideanSpace.norm_eq, Fin.sum_univ_succ]
  · intro m
    fin_cases m <;> ext i <;> fin_cases i <;> simp [ψ, a, mirror]
  · intro n
    fin_cases n <;> ext i <;> fin_cases i <;> simp [g, b, mirror]
  · -- the odd label occurs among the states but not among the trial orbitals
    have hb : ∀ n, b n ≠ -1 := by
      intro n
      fin_cases n <;> norm_num [b]
    have h0 : labelCount b (-1) = 0 :=
      Nat.card_eq_zero.mpr (Or.inl ⟨fun n => hb n.1 n.2⟩)
    have : Nonempty {m // a m = -1} := ⟨⟨1, by simp [a]⟩⟩
    have h1 : 0 < labelCount a (-1) := Nat.card_pos
    omega

end

end WannierTrialOrbitals
```

This realizes the two-state case from the beginning. Lean counts the elements of `Fin 2` from zero, so the Bloch states are $\psi_0=(1,0,0)$, which is even, and $\psi_1=(0,1,0)$, which is odd. The trial orbitals are both even: $g_0=(1,0,0)$ and, after normalization, $g_1=(1,0,1)/\sqrt2$. The code leaves out the factor $1/\sqrt2$, which affects neither the eigenvalue nor the vanishing of the determinant. With normalized orbitals,

$$A=\begin{pmatrix}1&1/\sqrt2\\0&0\end{pmatrix}.$$

The theorem verifies orthonormality of the $\psi_m$, both sets of eigenvalue equations, and the mismatch at $\mu=-1$, which occurs once in $a$ and never in $b$. The first three parts are checked entry by entry, with `fin_cases` running through the indices. For the last, the proof shows that the count in $b$ is zero and the count in $a$ is positive.

```lean
#print axioms WannierTrialOrbitals.lowdin_fails_of_label_mismatch
#print axioms WannierTrialOrbitals.exists_good_trial_iff
```

```
'WannierTrialOrbitals.lowdin_fails_of_label_mismatch' depends on axioms: [propext, Classical.choice, Quot.sound]
'WannierTrialOrbitals.exists_good_trial_iff' depends on axioms: [propext, Classical.choice, Quot.sound]
```
